# Slater–Kirkwood values as upper bounds on C₆ for atoms with finitely many non-negative oscillator strengths

Q: If I estimate a dispersion coefficient from polarisabilities and electron numbers with the Slater–Kirkwood formula, I get a number but not the sign of its error. I can't tell whether the attraction is too strong or too weak. What does your Lean file settle?

A: The sign, for model atoms with finitely many discrete transitions, all of non-negative strength: the formula never gives too small a \(C_6\). That bears on pairwise dispersion terms in simulation when the polarisabilities and total strengths fed in are those of such a model. An atom is a finite list of oscillators, labelled by `ι`; its partner's labels, `κ`, may be a different list.

```lean
import Mathlib

noncomputable section

namespace SlaterKirkwood

variable {ι κ : Type*} [Fintype ι] [Fintype κ]
```

Q: And the physical quantities?

A: In atomic units, with strengths \(f_i\) and transition frequencies \(w_i\), the static polarisability is \(\alpha=\sum_i f_i/w_i^2\).

```lean
/-- Static polarisability of an atom with oscillator strengths `f` and non-zero transition
frequencies `w`. -/
def polarizability (f w : ι → ℝ) : ℝ := ∑ i, f i / w i ^ 2
```

For a partner with strengths \(g_j\) and frequencies \(v_j\),
\[
C_6=\frac32\sum_{i,j}\frac{f_i g_j}{w_i v_j(w_i+v_j)} .
\]

```lean
/-- The `C6` dispersion coefficient of two atoms with strengths `f`, `g` and positive
transition frequencies `w`, `v`. -/
def dispersionC6 (f w : ι → ℝ) (g v : κ → ℝ) : ℝ :=
  3 / 2 * ∑ i, ∑ j, f i * g j / (w i * v j * (w i + v j))
```

Q: So the interaction \(-C_6/R^6\) isn't derived from perturbation theory?

A: No, the sum is the definition. The theorems assume \(w_i>0\) and \(f_i\ge 0\), as for dipole transitions upward from a ground state; an excited state can have negative strengths and is not covered. Nor is a continuum of transitions. The "electron number" is \(N=\sum_i f_i\). Equating it with the actual number of electrons is the Thomas–Reiche–Kuhn sum rule, which is physical input. If you insert a smaller, fitted \(N\), the bound no longer follows.

Q: Where does a single frequency come from, when the atom has many?

A: Choose \(\Omega>0\) with \(\alpha\Omega^2=N\). One oscillator at \(\Omega\) then has the same total strength and polarisability as the atom. If some \(f_i>0\), both \(N\) and \(\alpha\) are positive and \(\Omega=\sqrt{N/\alpha}\). If all strengths vanish, any positive value works, and the proof takes 1.

```lean
/-- An atom with non-negative strengths and positive transition frequencies has a positive effective
frequency `Ω` for which a single oscillator reproduces both its total strength and its static
polarisability. -/
theorem exists_effective_frequency {f w : ι → ℝ} (hf : ∀ i, 0 ≤ f i) (hw : ∀ i, 0 < w i) :
    ∃ Ω : ℝ, 0 < Ω ∧ polarizability f w * Ω ^ 2 = ∑ i, f i := by
  by_cases h : ∀ i, f i = 0
  · exact ⟨1, one_pos, by simp [polarizability, h]⟩
  · obtain ⟨k, hk⟩ := not_forall.mp h
    have hk' : 0 < f k := lt_of_le_of_ne (hf k) (Ne.symm hk)
    have hN : 0 < ∑ i, f i :=
      Finset.sum_pos' (fun i _ => hf i) ⟨k, Finset.mem_univ k, hk'⟩
    have hα : 0 < polarizability f w :=
      Finset.sum_pos' (fun i _ => div_nonneg (hf i) (sq_nonneg _))
        ⟨k, Finset.mem_univ k, div_pos hk' (pow_pos (hw k) 2)⟩
    refine ⟨Real.sqrt ((∑ i, f i) / polarizability f w),
      Real.sqrt_pos.mpr (div_pos hN hα), ?_⟩
    rw [Real.sq_sqrt (div_pos hN hα).le]
    field_simp
```

Q: Why should merging the oscillators raise \(C_6\)?

A: Because of concavity in \(x=1/w^2\). Fix a partner frequency \(v>0\) and consider \(1/(w(w+v))\). Its derivative with respect to \(x\) is
\[
\frac{-(2w+v)/\bigl(w^2(w+v)^2\bigr)}{-2/w^3}=\frac{w(v+2w)}{2(w+v)^2}.
\]
The tangent at \(\Omega\), minus the kernel, is
\[
\frac{v(w-\Omega)^2(v+w+2\Omega)}{2\Omega w^2(\Omega+v)^2(w+v)}\ge 0 .
\]
In Lean, `field_simp` and `ring` check this identity, and `positivity` supplies the sign.

```lean
/-- As a function of `1 / w ^ 2`, the dispersion kernel lies below its tangent at `Ω`. -/
theorem kernel_le_tangent {w v Ω : ℝ} (hw : 0 < w) (hv : 0 < v) (hΩ : 0 < Ω) :
    1 / (w * (w + v)) ≤ 1 / (Ω * (Ω + v)) +
      Ω * (v + 2 * Ω) / (2 * (Ω + v) ^ 2) * (1 / w ^ 2 - 1 / Ω ^ 2) := by
  have key : 1 / (Ω * (Ω + v)) +
      Ω * (v + 2 * Ω) / (2 * (Ω + v) ^ 2) * (1 / w ^ 2 - 1 / Ω ^ 2) - 1 / (w * (w + v))
      = v * (w - Ω) ^ 2 * (v + w + 2 * Ω) / (2 * Ω * w ^ 2 * (Ω + v) ^ 2 * (w + v)) := by
    field_simp
    ring
  have hpos : 0 ≤ v * (w - Ω) ^ 2 * (v + w + 2 * Ω) /
      (2 * Ω * w ^ 2 * (Ω + v) ^ 2 * (w + v)) := by positivity
  linarith
```

Q: The tangent has a slope term. What happens to it in the sum?

A: It cancels. Weighted by \(f_i\), it is proportional to
\[
\sum_i f_i\left(\frac1{w_i^2}-\frac1{\Omega^2}\right)=\alpha-\frac N{\Omega^2}=0 .
\]
Only the constant term survives:
\[
\sum_i\frac{f_i}{w_i(w_i+v)}\le\frac{N}{\Omega(\Omega+v)}=\frac{\alpha\Omega}{\Omega+v}.
\]
In the proof, `hsum` evaluates the weighted sum of the tangent line, `hz` is \(N/\Omega^2=\alpha\), and `hp` rewrites the constant.

```lean
/-- Against a partner oscillator of frequency `v`, the dispersion sum of an atom is at most that
of the single oscillator with its effective frequency. -/
theorem sum_le_single_pole {f w : ι → ℝ} {v Ω : ℝ} (hf : ∀ i, 0 ≤ f i) (hw : ∀ i, 0 < w i)
    (hv : 0 < v) (hΩ : 0 < Ω) (hN : polarizability f w * Ω ^ 2 = ∑ i, f i) :
    ∑ i, f i / (w i * (w i + v)) ≤ polarizability f w * Ω / (Ω + v) := by
  have hsum : ∀ p c : ℝ, ∑ i, f i * (p + c * (1 / w i ^ 2 - 1 / Ω ^ 2))
      = (∑ i, f i) * (p - c / Ω ^ 2) + c * polarizability f w := by
    intro p c
    rw [polarizability, Finset.sum_mul, Finset.mul_sum, ← Finset.sum_add_distrib]
    exact Finset.sum_congr rfl fun i _ => by ring
  have hz : (∑ i, f i) / Ω ^ 2 = polarizability f w := by
    rw [← hN]
    field_simp
  have hp : (∑ i, f i) * (1 / (Ω * (Ω + v))) = polarizability f w * Ω / (Ω + v) := by
    rw [← hN]
    field_simp
  -- the tangent term drops out because `Ω` reproduces the polarisability
  calc ∑ i, f i / (w i * (w i + v))
      ≤ ∑ i, f i * (1 / (Ω * (Ω + v)) +
          Ω * (v + 2 * Ω) / (2 * (Ω + v) ^ 2) * (1 / w i ^ 2 - 1 / Ω ^ 2)) := by
        refine Finset.sum_le_sum fun i _ => ?_
        rw [div_eq_mul_one_div]
        exact mul_le_mul_of_nonneg_left (kernel_le_tangent (hw i) hv hΩ) (hf i)
    _ = polarizability f w * Ω / (Ω + v) := by
        rw [hsum]
        generalize Ω * (v + 2 * Ω) / (2 * (Ω + v) ^ 2) = c
        linear_combination hp - c * hz
```

Q: That treats one atom. A real pair has two spectra.

A: Apply it twice. Let the atoms be A and B, with \(\alpha_B\Theta^2=N_B\) for the second. Then
\[
\begin{aligned}
C_6&=\frac32\sum_j\frac{g_j}{v_j}\sum_i\frac{f_i}{w_i(w_i+v_j)}\\
&\le\frac32\,\alpha_A\Omega\sum_j\frac{g_j}{v_j(v_j+\Omega)}
\le\frac32\,\alpha_A\alpha_B\frac{\Omega\Theta}{\Omega+\Theta}.
\end{aligned}
\]
These are `h1` and `h2`. The last expression has London's form, with effective frequencies in place of ionisation energies. The hypotheses `hA` and `hB` define those frequencies, and the previous existence theorem guarantees that they can be found.

```lean
/-- The `C6` coefficient of two atoms is at most the London value built from their
polarisabilities and effective frequencies. -/
theorem dispersionC6_le_london {f w : ι → ℝ} {g v : κ → ℝ} {Ω Θ : ℝ}
    (hf : ∀ i, 0 ≤ f i) (hw : ∀ i, 0 < w i) (hg : ∀ j, 0 ≤ g j) (hv : ∀ j, 0 < v j)
    (hΩ : 0 < Ω) (hA : polarizability f w * Ω ^ 2 = ∑ i, f i)
    (hΘ : 0 < Θ) (hB : polarizability g v * Θ ^ 2 = ∑ j, g j) :
    dispersionC6 f w g v ≤
      3 / 2 * (polarizability f w * polarizability g v * (Ω * Θ / (Ω + Θ))) := by
  have hα : 0 ≤ polarizability f w :=
    Finset.sum_nonneg fun i _ => div_nonneg (hf i) (sq_nonneg _)
  -- replace the first atom by a single pole
  have h1 : ∀ j, ∑ i, f i * g j / (w i * v j * (w i + v j))
      ≤ polarizability f w * Ω * (g j / (v j * (v j + Ω))) := by
    intro j
    have hj := hv j
    calc ∑ i, f i * g j / (w i * v j * (w i + v j))
        = g j / v j * ∑ i, f i / (w i * (w i + v j)) := by
          rw [Finset.mul_sum]
          refine Finset.sum_congr rfl fun i _ => ?_
          have hi := hw i
          field_simp
      _ ≤ g j / v j * (polarizability f w * Ω / (Ω + v j)) :=
          mul_le_mul_of_nonneg_left (sum_le_single_pole hf hw hj hΩ hA)
            (div_nonneg (hg j) hj.le)
      _ = polarizability f w * Ω * (g j / (v j * (v j + Ω))) := by
          rw [add_comm (v j) Ω]
          field_simp
  -- then the second one
  have h2 := mul_le_mul_of_nonneg_left (sum_le_single_pole hg hv hΩ hΘ hB)
    (mul_nonneg hα hΩ.le)
  have h3 := Finset.sum_le_sum fun j (_ : j ∈ Finset.univ) => h1 j
  rw [← Finset.mul_sum] at h3
  rw [dispersionC6, Finset.sum_comm]
  refine mul_le_mul_of_nonneg_left ((h3.trans h2).trans_eq ?_) (by norm_num)
  rw [add_comm Θ Ω]
  ring
```

Q: The Slater–Kirkwood combination formula has no \(\Omega\) in it.

A: Substitute \(\Omega=\sqrt{N_A/\alpha_A}\) and \(\Theta=\sqrt{N_B/\alpha_B}\). For non-zero strengths this gives
\[
C_6\le\frac32\,\frac{\alpha_A\alpha_B}{\sqrt{\alpha_A/N_A}+\sqrt{\alpha_B/N_B}} .
\]
Multiplying by \(\sqrt{\alpha_AN_B}+\sqrt{\alpha_BN_A}\) clears the denominators and gives the form stated in Lean:
\[
C_6\left(\sqrt{\alpha_AN_B}+\sqrt{\alpha_BN_A}\right)\le\frac32\,\alpha_A\alpha_B\sqrt{N_AN_B},
\]
which stays meaningful when an atom has no strength at all. The proof uses \(\alpha_AN_B=\alpha_A\alpha_B\Theta^2\) and its companions to take the roots. The London bound multiplied by \(\sqrt{\alpha_A\alpha_B}\,(\Omega+\Theta)\) is then the claim.

```lean
/-- The Slater-Kirkwood combination formula, cleared of denominators, bounds the `C6` coefficient of
two atoms with non-negative strengths from above; the sums of `f` and `g` take the place of the
electron numbers. -/
theorem slater_kirkwood_combination {f w : ι → ℝ} {g v : κ → ℝ}
    (hf : ∀ i, 0 ≤ f i) (hw : ∀ i, 0 < w i) (hg : ∀ j, 0 ≤ g j) (hv : ∀ j, 0 < v j) :
    dispersionC6 f w g v * (Real.sqrt (polarizability f w * ∑ j, g j) +
        Real.sqrt (polarizability g v * ∑ i, f i)) ≤
      3 / 2 * (polarizability f w * polarizability g v) *
        Real.sqrt ((∑ i, f i) * ∑ j, g j) := by
  obtain ⟨Ω, hΩ, hA⟩ := exists_effective_frequency hf hw
  obtain ⟨Θ, hΘ, hB⟩ := exists_effective_frequency hg hv
  have h := dispersionC6_le_london hf hw hg hv hΩ hA hΘ hB
  have ha : 0 ≤ polarizability f w :=
    Finset.sum_nonneg fun i _ => div_nonneg (hf i) (sq_nonneg _)
  have hb : 0 ≤ polarizability g v :=
    Finset.sum_nonneg fun j _ => div_nonneg (hg j) (sq_nonneg _)
  rw [← hA, ← hB]
  generalize polarizability f w = a at *
  generalize polarizability g v = b at *
  have hs : ∀ x : ℝ, 0 ≤ x → Real.sqrt (a * b * x ^ 2) = Real.sqrt (a * b) * x :=
    fun x hx => by rw [Real.sqrt_mul (mul_nonneg ha hb), Real.sqrt_sq hx]
  rw [show a * (b * Θ ^ 2) = a * b * Θ ^ 2 by ring,
    show b * (a * Ω ^ 2) = a * b * Ω ^ 2 by ring,
    show a * Ω ^ 2 * (b * Θ ^ 2) = a * b * (Ω * Θ) ^ 2 by ring,
    hs Θ hΘ.le, hs Ω hΩ.le, hs (Ω * Θ) (mul_pos hΩ hΘ).le]
  have hm := mul_le_mul_of_nonneg_right h
    (mul_nonneg (Real.sqrt_nonneg (a * b)) (add_pos hΩ hΘ).le)
  have hc : Ω * Θ / (Ω + Θ) * (Ω + Θ) = Ω * Θ := div_mul_cancel₀ _ (add_pos hΩ hΘ).ne'
  linear_combination hm + 3 / 2 * (a * b) * Real.sqrt (a * b) * hc
```

Q: For two like atoms, can anything sharper be said?

A: Yes, if you also know \(S=\sum_i f_i/w_i\). Then \(\tfrac34\alpha S\) lies between \(C_6\) and the Slater–Kirkwood value:
\[
C_6\le\tfrac34\alpha S\le\tfrac34\sqrt{N\alpha^3}.
\]
The second step rests on a spread of inverse frequencies. Expand the square and use \(N/\Omega^2=\alpha\):
\[
\sum_i f_i\left(\frac1{w_i}-\frac1\Omega\right)^2
=\alpha-\frac{2S}{\Omega}+\frac{N}{\Omega^2}
=2\left(\alpha-\frac S\Omega\right).
\]
Lean proves the expansion for a general `q` in `hx`, then sets it to \(1/\Omega\).

```lean
/-- The spread of the inverse frequencies about `1 / Ω`, weighted by oscillator strength, in terms
of the polarisability and the sum of `f i / w i`. -/
theorem spread_eq {f w : ι → ℝ} {Ω : ℝ} (hΩ : 0 < Ω)
    (hN : polarizability f w * Ω ^ 2 = ∑ i, f i) :
    ∑ i, f i * (1 / w i - 1 / Ω) ^ 2 = 2 * (polarizability f w - (∑ i, f i / w i) / Ω) := by
  have hx : ∀ q : ℝ, ∑ i, f i * (1 / w i - q) ^ 2
      = polarizability f w - 2 * q * (∑ i, f i / w i) + q ^ 2 * ∑ i, f i := by
    intro q
    rw [polarizability, Finset.mul_sum, Finset.mul_sum, ← Finset.sum_sub_distrib,
      ← Finset.sum_add_distrib]
    exact Finset.sum_congr rfl fun i _ => by ring
  have hq : (1 / Ω) ^ 2 * ∑ i, f i = polarizability f w := by
    rw [← hN]
    field_simp
  rw [hx, hq]
  ring
```

Q: And the two inequalities themselves?

A: For the first, \(4w_iw_j\le(w_i+w_j)^2\) gives
\[
\frac{1}{w_iw_j(w_i+w_j)}\le\frac14\left(\frac1{w_i^2w_j}+\frac1{w_iw_j^2}\right).
\]
Multiply by \(f_if_j\) and sum: the right side becomes \(\tfrac14(\alpha S+S\alpha)=\tfrac12\alpha S\), and the prefactor \(\tfrac32\) turns it into \(\tfrac34\alpha S\). Lean's `hp` is the termwise inequality, again proved from an explicit non-negative difference.

For the second, the spread is non-negative, so \(S\le\alpha\Omega\). Hence \(\alpha S\le\alpha^2\Omega=\sqrt{\alpha^4\Omega^2}=\sqrt{N\alpha^3}\).

```lean
/-- Slater-Kirkwood bound for two like atoms: `C6` is at most `(3/4) α ∑ f i / w i`, which is at
most `(3/4) √(N α³)`, with `N` the total oscillator strength. -/
theorem slater_kirkwood_bound {f w : ι → ℝ} (hf : ∀ i, 0 ≤ f i) (hw : ∀ i, 0 < w i) :
    dispersionC6 f w f w ≤ 3 / 4 * (polarizability f w * ∑ i, f i / w i) ∧
    3 / 4 * (polarizability f w * ∑ i, f i / w i) ≤
      3 / 4 * Real.sqrt ((∑ i, f i) * polarizability f w ^ 3) := by
  constructor
  · have hp : ∀ i j, f i * f j / (w i * w j * (w i + w j)) ≤
        1 / 4 * (f i / w i ^ 2 * (f j / w j) + f i / w i * (f j / w j ^ 2)) := by
      intro i j
      have hi := hw i
      have hj := hw j
      have hfi := hf i
      have hfj := hf j
      have key : 1 / 4 * (f i / w i ^ 2 * (f j / w j) + f i / w i * (f j / w j ^ 2))
          - f i * f j / (w i * w j * (w i + w j))
          = f i * f j * (w i - w j) ^ 2 / (4 * w i ^ 2 * w j ^ 2 * (w i + w j)) := by
        field_simp
        ring
      have hpos : 0 ≤ f i * f j * (w i - w j) ^ 2 /
          (4 * w i ^ 2 * w j ^ 2 * (w i + w j)) := by positivity
      linarith
    have hs := Finset.sum_le_sum fun i (_ : i ∈ Finset.univ) =>
      Finset.sum_le_sum fun j (_ : j ∈ Finset.univ) => hp i j
    simp only [← Finset.mul_sum, Finset.sum_add_distrib, ← Finset.sum_mul] at hs
    unfold dispersionC6 polarizability
    linarith
  · obtain ⟨Ω, hΩ, hN⟩ := exists_effective_frequency hf hw
    have hα : 0 ≤ polarizability f w :=
      Finset.sum_nonneg fun i _ => div_nonneg (hf i) (sq_nonneg _)
    have h0 : 0 ≤ ∑ i, f i * (1 / w i - 1 / Ω) ^ 2 :=
      Finset.sum_nonneg fun i _ => mul_nonneg (hf i) (sq_nonneg _)
    rw [spread_eq hΩ hN] at h0
    have hS : ∑ i, f i / w i ≤ polarizability f w * Ω :=
      (div_le_iff₀ hΩ).mp (by linarith)
    have hm := mul_le_mul_of_nonneg_left hS hα
    rw [← hN, show polarizability f w * Ω ^ 2 * polarizability f w ^ 3
      = (polarizability f w ^ 2 * Ω) ^ 2 by ring, Real.sqrt_sq (by positivity)]
    linarith
```

Q: Is the bound ever reached, or is it always slack?

A: Take the smallest non-trivial atom, one oscillator with strength \(f\) and frequency \(w\). Then \(N=f\), \(\alpha=f/w^2\), and both \(C_6\) and \(\tfrac34\sqrt{N\alpha^3}\) equal \(\tfrac34f^2/w^3\). In general, when every strength is positive, equality holds exactly when all frequencies coincide.

Q: Why strictly positive here, when zero was allowed before?

A: A transition with zero strength contributes to neither side, so its frequency could differ without disturbing equality.

For the forward direction, suppose \(C_6=\tfrac34\alpha^2\Omega\). The first inequality of the chain gives \(\alpha\Omega\le S\), so the spread is at most zero. It is a sum of non-negative terms, so each term vanishes, and \(f_k>0\) forces \(w_k=\Omega\) for every \(k\). Conversely, with a common frequency \(w\),
\[
C_6=\frac32\cdot\frac{N^2}{2w^3}=\frac34\alpha^2w=\frac34\sqrt{N\alpha^3}.
\]
Lean's `hroot` evaluates the square root for both directions. An atom with no oscillators is handled separately: both sides are zero, and there are no frequencies to compare.

```lean
/-- If all oscillator strengths are positive, the bound `(3/4) √(N α³)` is attained exactly when
all transition frequencies coincide. -/
theorem slater_kirkwood_eq_iff {f w : ι → ℝ} (hf : ∀ i, 0 < f i) (hw : ∀ i, 0 < w i) :
    dispersionC6 f w f w = 3 / 4 * Real.sqrt ((∑ i, f i) * polarizability f w ^ 3) ↔
      ∀ i j, w i = w j := by
  have hroot : ∀ Ω : ℝ, 0 < Ω → polarizability f w * Ω ^ 2 = ∑ i, f i →
      Real.sqrt ((∑ i, f i) * polarizability f w ^ 3) = polarizability f w ^ 2 * Ω := by
    intro Ω hΩ hN
    rw [← hN, show polarizability f w * Ω ^ 2 * polarizability f w ^ 3
      = (polarizability f w ^ 2 * Ω) ^ 2 by ring, Real.sqrt_sq (by positivity)]
  constructor
  · intro h i j
    obtain ⟨Ω, hΩ, hN⟩ := exists_effective_frequency (fun i => (hf i).le) hw
    have hα : 0 < polarizability f w :=
      Finset.sum_pos (fun i _ => div_pos (hf i) (pow_pos (hw i) 2)) ⟨i, Finset.mem_univ i⟩
    have hle := (slater_kirkwood_bound (fun i => (hf i).le) hw).1
    rw [h, hroot Ω hΩ hN] at hle
    have hS : polarizability f w * Ω ≤ ∑ i, f i / w i :=
      le_of_mul_le_mul_left (by linarith) hα
    have hS' := (le_div_iff₀ hΩ).mpr hS
    have hnn : ∀ k ∈ Finset.univ, 0 ≤ f k * (1 / w k - 1 / Ω) ^ 2 :=
      fun k _ => mul_nonneg (hf k).le (sq_nonneg _)
    -- equality leaves no spread of the frequencies
    have h0 : ∑ k, f k * (1 / w k - 1 / Ω) ^ 2 = 0 :=
      le_antisymm (by rw [spread_eq hΩ hN]; linarith) (Finset.sum_nonneg hnn)
    have hk : ∀ k, w k = Ω := by
      intro k
      have h1 := (Finset.sum_eq_zero_iff_of_nonneg hnn).mp h0 k (Finset.mem_univ k)
      have h2 := (mul_eq_zero.mp h1).resolve_left (hf k).ne'
      have h3 : 1 / w k = 1 / Ω := sub_eq_zero.mp (pow_eq_zero_iff two_ne_zero |>.mp h2)
      simpa using h3
    rw [hk i, hk j]
  · intro h
    rcases isEmpty_or_nonempty ι with he | ⟨⟨k⟩⟩
    · simp [dispersionC6, polarizability]
    · have hk := hw k
      have hN : polarizability f w * w k ^ 2 = ∑ i, f i := by
        rw [polarizability, Finset.sum_mul]
        refine Finset.sum_congr rfl fun i _ => ?_
        rw [h i k]
        field_simp
      have hc : w k ^ 4 * (1 / (2 * w k ^ 3)) = w k / 2 := by field_simp
      rw [hroot (w k) hk hN]
      calc dispersionC6 f w f w
          = 3 / 2 * ∑ i, ∑ j, f i * f j * (1 / (2 * w k ^ 3)) := by
            unfold dispersionC6
            congr 1
            refine Finset.sum_congr rfl fun i _ => Finset.sum_congr rfl fun j _ => ?_
            rw [h i k, h j k]
            ring
        _ = 3 / 2 * ((∑ i, f i) * (∑ j, f j) * (1 / (2 * w k ^ 3))) := by
            rw [Finset.sum_mul_sum]
            simp only [Finset.sum_mul]
        _ = 3 / 4 * (polarizability f w ^ 2 * w k) := by
            rw [← hN]
            linear_combination 3 / 2 * polarizability f w ^ 2 * hc

end SlaterKirkwood
```

```lean
#print axioms SlaterKirkwood.slater_kirkwood_combination
#print axioms SlaterKirkwood.slater_kirkwood_bound
#print axioms SlaterKirkwood.slater_kirkwood_eq_iff
```

```
'SlaterKirkwood.slater_kirkwood_combination' depends on axioms: [propext, Classical.choice, Quot.sound]
'SlaterKirkwood.slater_kirkwood_bound' depends on axioms: [propext, Classical.choice, Quot.sound]
'SlaterKirkwood.slater_kirkwood_eq_iff' depends on axioms: [propext, Classical.choice, Quot.sound]
```
